# The spin-orbit doublet of an ideal $t_{2g}$ shell has equal orbital weights and an isotropic g factor of magnitude two

A low-spin $d^5$ ion in a cubic octahedral field, such as Ir$^{4+}$, has one hole in its $t_{2g}$ shell. Spin-orbit coupling splits the six spin-orbitals into a quartet and a doublet, and the hole occupies the doublet. Each orbital is strongly directional, so how does the doublet's Zeeman splitting depend on the direction of the field?

The model is one particle in three degenerate orbitals with spin, without distortion, covalency or admixture of $e_g$ states.

```lean
import Mathlib

open Matrix
open scoped Kronecker

namespace SpinOrbitDoublet

noncomputable section
```

## Operators on six spin-orbitals

The indices $0,1,2$ stand for $x,y,z$, and the orbitals are $yz,zx,xy$ in that order. The effective orbital angular momentum is $(l_k)_{ab}=-i\epsilon_{kab}$.

```lean
/-- The three orbital matrices `(l_k)_ab = -i ε_kab` on the orbital triplet. -/
def orb : Fin 3 → Matrix (Fin 3) (Fin 3) ℂ :=
  ![!![0, 0, 0; 0, 0, -Complex.I; 0, Complex.I, 0],
    !![0, 0, Complex.I; 0, 0, 0; -Complex.I, 0, 0],
    !![0, -Complex.I, 0; Complex.I, 0, 0; 0, 0, 0]]
```

The spin matrices are the Pauli matrices $\sigma_k$; thus $\sigma_0$ is $\sigma_x$, not the identity.

```lean
/-- The three Pauli matrices. -/
def pauli : Fin 3 → Matrix (Fin 2) (Fin 2) ℂ :=
  ![!![0, 1; 1, 0], !![0, -Complex.I; Complex.I, 0], !![1, 0; 0, -1]]
```

Operators act on $\mathbb C^3\otimes\mathbb C^2$, with rows and columns labelled by pairs (orbital, spin).

```lean
/-- Operators on the orbital triplet with spin. -/
abbrev Op := Matrix (Fin 3 × Fin 2) (Fin 3 × Fin 2) ℂ
```

With $\hbar=1$, the orbital operator is $L_k=l_k\otimes 1$,

```lean
/-- Orbital angular momentum `l_k ⊗ 1`. -/
def L (k : Fin 3) : Op := orb k ⊗ₖ (1 : Matrix (Fin 2) (Fin 2) ℂ)
```

and the spin operator is $S_k=\tfrac12\,1\otimes\sigma_k$.

```lean
/-- Spin `1 ⊗ σ_k / 2`. -/
def S (k : Fin 3) : Op := (1 / 2 : ℂ) • ((1 : Matrix (Fin 3) (Fin 3) ℂ) ⊗ₖ pauli k)
```

Their scalar product is $X=\sum_k L_kS_k$,

```lean
/-- The spin-orbit operator `X = l · s`. -/
def X : Op := ∑ k, L k * S k
```

and the candidate projector onto $X=-1$ is $P=(1-2X)/3$.

```lean
/-- The operator `P = (1 - 2X) / 3`. -/
def P : Op := (1 / 3 : ℂ) • (1 - (2 : ℂ) • X)
```

An electron's magnetic moment is measured here in units of $-\mu_B$, the minus sign coming from its negative charge. With an orbital factor $a$ and a spin factor $b$ it is $m_k=aL_k+bS_k$.

```lean
/-- The magnetic moment `a l_k + b s_k`, in units of minus the Bohr magneton, with orbital factor
`a` and spin factor `b`. -/
def moment (a b : ℂ) (k : Fin 3) : Op := a • L k + b • S k
```

The energy of a moment $\mu$ in a real field $B$ is $-\mu\cdot B$. With $\mu_B$ absorbed into $B$, the Zeeman operator is therefore $+\sum_k B_km_k$.

```lean
/-- The Zeeman operator `∑ k, B_k (a l_k + b s_k)` in the field `B`. -/
def zeeman (a b : ℂ) (B : Fin 3 → ℝ) : Op := ∑ k, (B k : ℂ) • moment a b k
```

The partial trace over spin leaves a $3\times3$ orbital matrix, $(\mathrm{tr}_sA)_{ab}=\sum_s A_{(a,s),(b,s)}$.

```lean
/-- The partial trace over spin. -/
def spinTrace (A : Op) : Matrix (Fin 3) (Fin 3) ℂ :=
  Matrix.of fun a b => ∑ s, A (a, s) (b, s)
```

## The doublet as a stack of Pauli matrices

Let $W$ be the $6\times2$ matrix with blocks $\sigma_0,\sigma_1,\sigma_2$, so that $W_{(a,s),t}=(\sigma_a)_{st}$. It maps a two-component pseudospin into the shell.

```lean
/-- The map from a pseudospin to the shell whose three orbital blocks are the Pauli matrices. -/
def W : Matrix (Fin 3 × Fin 2) (Fin 2) ℂ := Matrix.of fun p t => pauli p.1 p.2 t
```

Since $\sigma_a^2=1$, we have $W^\dagger W=\sum_a\sigma_a^2=3$, and $W/\sqrt3$ is an isometry. Lean checks the four entries.

```lean
/-- The pseudospin map is an isometry up to the factor three in the squared norm. -/
theorem W_isometry : Wᴴ * W = (3 : ℂ) • (1 : Matrix (Fin 2) (Fin 2) ℂ) := by
  ext i j
  fin_cases i <;> fin_cases j <;>
    simp [W, pauli, Matrix.mul_apply, Fintype.sum_prod_type, Fin.sum_univ_three] <;> norm_num
```

Block $(a,b)$ of $WW^\dagger$ is
$$\sigma_a\sigma_b=\delta_{ab}+i\sum_k\epsilon_{abk}\sigma_k .$$
The same block of $2X=\sum_k l_k\otimes\sigma_k$ is $-i\sum_k\epsilon_{kab}\sigma_k$. Hence $WW^\dagger=1-2X$ and $P=WW^\dagger/3$. In the proof, `hX` rewrites $2X$ and `hW` compares the blocks.

```lean
/-- The operator `P` factors through the pseudospin: `P = W W† / 3`. -/
theorem P_eq : P = (1 / 3 : ℂ) • (W * Wᴴ) := by
  have hX : (2 : ℂ) • X = ∑ k, orb k ⊗ₖ pauli k := by
    rw [X, Finset.smul_sum]
    refine Finset.sum_congr rfl fun k _ => ?_
    rw [L, S, Matrix.mul_smul, ← Matrix.mul_kronecker_mul, Matrix.mul_one, Matrix.one_mul]
    module
  -- the product rule of the Pauli matrices, block by block
  have hW : W * Wᴴ = 1 - ∑ k, orb k ⊗ₖ pauli k := by
    ext ⟨a, s⟩ ⟨b, t⟩
    fin_cases a <;> fin_cases s <;> fin_cases b <;> fin_cases t <;>
      simp [W, orb, pauli, Matrix.mul_apply, Fin.sum_univ_three]
  rw [P, hX, hW]
```

It follows that $PW=W(W^\dagger W)/3=W$, and therefore $P^2=P$. The rank is at most two because $W$ has two columns, and at least two because $(W^\dagger/3)(PW)=1_2$. Finally $X=\tfrac12-\tfrac32P$ gives $XP=-P$.

```lean
/-- `P` is a Hermitian projector of rank two, and `l · s` equals `-1` on its range. -/
theorem P_projector : P.IsHermitian ∧ P * P = P ∧ P.rank = 2 ∧ X * P = -P := by
  have hPW : P * W = W := by
    rw [P_eq, Matrix.smul_mul, Matrix.mul_assoc, W_isometry, Matrix.mul_smul, Matrix.mul_one]
    module
  have hPP : P * P = P := by
    conv_lhs => rw [P_eq, Matrix.mul_smul, ← Matrix.mul_assoc, ← P_eq, hPW]
    exact P_eq.symm
  refine ⟨?_, hPP, le_antisymm ?_ ?_, ?_⟩
  · simp [Matrix.IsHermitian, P_eq, Matrix.conjTranspose_smul, Matrix.conjTranspose_mul]
  · -- the range of `P` lies in that of `W`, which has two columns
    rw [P_eq, ← Matrix.smul_mul]
    exact (Matrix.rank_mul_le_right _ _).trans (by simpa using Matrix.rank_le_card_height Wᴴ)
  · -- the pseudospin identity factors through `P`
    have h1 : ((1 / 3 : ℂ) • Wᴴ) * (P * W) = 1 := by
      rw [hPW, Matrix.smul_mul, W_isometry]
      module
    have h2 := (Matrix.rank_mul_le_right ((1 / 3 : ℂ) • Wᴴ) (P * W)).trans
      (Matrix.rank_mul_le_left P W)
    rw [h1, Matrix.rank_one] at h2
    simpa using h2
  · have hX : X = (1 / 2 : ℂ) • (1 : Op) - (3 / 2 : ℂ) • P := by
      rw [P]
      module
    rw [hX, Matrix.sub_mul, Matrix.smul_mul, Matrix.smul_mul, Matrix.one_mul, hPP]
    module
```

On the complement of the doublet the same relation gives $X=\tfrac12$, so a coupling $\lambda X$ has a gap of $3|\lambda|/2$, a consequence read off here by hand.

## One third in each orbital

Tracing the blocks of $P$ over spin gives $\tfrac13\mathrm{tr}(\sigma_a\sigma_b)=\tfrac23\delta_{ab}$. The doublet as a whole has no preferred orbital.

```lean
/-- The spin partial trace of `P` is two thirds of the orbital identity. -/
theorem spinTrace_P : spinTrace P = (2 / 3 : ℂ) • (1 : Matrix (Fin 3) (Fin 3) ℂ) := by
  rw [P_eq]
  ext a b
  fin_cases a <;> fin_cases b <;>
    simp [spinTrace, W, pauli, Matrix.mul_apply] <;> norm_num
```

Each single state is equally balanced. If $Xv=-v$, then $Pv=(v+2v)/3=v$, so $v=Wc$ with $c=W^\dagger v/3$. Its block in orbital $a$ is $\sigma_ac$, which has squared norm $\|c\|^2$ because $\sigma_a$ is unitary (`key` in the proof). The total is $3\|c\|^2$. The theorem allows unnormalised $v$; for a normalised state each weight is $1/3$.

```lean
/-- Every state with `l · s = -1` has one third of its weight in each of the three orbitals. -/
theorem equal_orbital_weights (v : Fin 3 × Fin 2 → ℂ) (hv : X *ᵥ v = -v) (a : Fin 3) :
    ∑ s, ‖v (a, s)‖ ^ 2 = (1 / 3) * ∑ p, ‖v p‖ ^ 2 := by
  have key : ∀ (c : Fin 2 → ℂ) (a : Fin 3),
      ∑ s, ‖(W *ᵥ c) (a, s)‖ ^ 2 = ‖c 0‖ ^ 2 + ‖c 1‖ ^ 2 := by
    intro c a
    fin_cases a <;> simp [W, pauli, Matrix.mulVec, dotProduct, add_comm]
  have hP : P *ᵥ v = v := by
    rw [P, Matrix.smul_mulVec, Matrix.sub_mulVec, Matrix.one_mulVec, Matrix.smul_mulVec, hv]
    module
  -- such a state is the image of a pseudospin
  obtain ⟨c, rfl⟩ : ∃ c, v = W *ᵥ c := by
    refine ⟨(1 / 3 : ℂ) • (Wᴴ *ᵥ v), ?_⟩
    rw [Matrix.mulVec_smul, Matrix.mulVec_mulVec, ← Matrix.smul_mulVec, ← P_eq, hP]
  rw [Fintype.sum_prod_type]
  simp only [key, Finset.sum_const, Finset.card_univ, Fintype.card_fin, nsmul_eq_mul]
  push_cast
  ring
```

## The moment inside the doublet

From here on $a,b$ are the moment factors, and $c,d$ label orbitals. The orbital part compresses to
$$W^\dagger L_kW=-i\sum_{cd}\epsilon_{kcd}\,\sigma_c\sigma_d=2\sigma_k .$$
For the spin part, $\sum_c\sigma_c\sigma_k\sigma_c=\sigma_k-2\sigma_k=-\sigma_k$, so $W^\dagger S_kW=-\tfrac12\sigma_k$. Together,
$$W^\dagger m_kW=\tfrac{4a-b}{2}\,\sigma_k .$$
With the normalised map $W/\sqrt3$ the coefficient is $(4a-b)/6$. The steps `hL` and `hS` check the two parts entry by entry.

```lean
/-- Seen by the pseudospin, the moment `a l_k + b s_k` is a multiple of `σ_k`. -/
theorem moment_compress (a b : ℂ) (k : Fin 3) :
    Wᴴ * (moment a b k * W) = ((4 * a - b) / 2) • pauli k := by
  have hL : Wᴴ * (L k * W) = (2 : ℂ) • pauli k := by
    ext i j
    fin_cases k <;> fin_cases i <;> fin_cases j <;>
      simp [L, W, orb, pauli, Matrix.mul_apply, Matrix.one_apply, Fintype.sum_prod_type,
        Fin.sum_univ_three] <;> ring
  have hS : Wᴴ * (((1 : Matrix (Fin 3) (Fin 3) ℂ) ⊗ₖ pauli k) * W) = -pauli k := by
    ext i j
    fin_cases k <;> fin_cases i <;> fin_cases j <;>
      simp [W, pauli, Matrix.mul_apply, Matrix.one_apply, Fintype.sum_prod_type,
        Fin.sum_univ_three]
  simp only [moment, S, Matrix.add_mul, Matrix.mul_add, Matrix.smul_mul, Matrix.mul_smul, hL, hS]
  module
```

Inserting $P=WW^\dagger/3$ on both sides of any operator $M$ gives $PMP=\tfrac19W(W^\dagger MW)W^\dagger$.

```lean
/-- An operator between two projectors `P` is fixed by its pseudospin matrix. -/
theorem P_sandwich (M : Op) : P * M * P = (1 / 9 : ℂ) • (W * (Wᴴ * (M * W)) * Wᴴ) := by
  rw [P_eq]
  simp only [Matrix.smul_mul, Matrix.mul_smul, Matrix.mul_assoc]
  module
```

The effective total angular momentum $L_k+S_k$ passes through $W$; the physical total would be $-L_k+S_k$, because the true orbital part is $-l$. In block $c$,
$$\sum_d(l_k)_{cd}\sigma_d+\tfrac12\sigma_k\sigma_c=\tfrac12[\sigma_c,\sigma_k]+\tfrac12\sigma_k\sigma_c=\tfrac12\sigma_c\sigma_k ,$$
so $(L_k+S_k)W=\tfrac12W\sigma_k$ (`hJ`) and $(L_k+S_k)P=\tfrac16W\sigma_kW^\dagger$ (`hJP`). The previous two results give $Pm_kP=\tfrac{4a-b}{18}W\sigma_kW^\dagger$. Comparison yields
$$Pm_kP=\tfrac{4a-b}{3}(L_k+S_k)P .$$

```lean
/-- Within the doublet the moment `a l + b s` is `(4a - b)/3` times the total `l + s`. -/
theorem projected_moment (a b : ℂ) (k : Fin 3) :
    P * moment a b k * P = ((4 * a - b) / 3) • ((L k + S k) * P) := by
  -- the total angular momentum acts on the pseudospin as `σ_k / 2`
  have h : (2 : ℂ) • (L k * W) + ((1 : Matrix (Fin 3) (Fin 3) ℂ) ⊗ₖ pauli k) * W
      = W * pauli k := by
    ext ⟨c, s⟩ j
    fin_cases k <;> fin_cases c <;> fin_cases s <;> fin_cases j <;>
      simp [L, W, orb, pauli, Matrix.mul_apply, Matrix.one_apply, Fintype.sum_prod_type,
        Fin.sum_univ_three] <;> ring
  have hJ : (L k + S k) * W = (1 / 2 : ℂ) • (W * pauli k) := by
    rw [← h, S, Matrix.add_mul, Matrix.smul_mul]
    module
  have hJP : (L k + S k) * P = (1 / 6 : ℂ) • (W * pauli k * Wᴴ) := by
    rw [P_eq, Matrix.mul_smul, ← Matrix.mul_assoc, hJ, Matrix.smul_mul]
    module
  rw [P_sandwich, moment_compress, hJP, Matrix.mul_smul, Matrix.smul_mul]
  module
```

For $t_{2g}$ electrons $a=-1$, because the true $d$-shell orbital angular momentum restricted to these orbitals is $-l$, and $b=2$ is the free-electron spin factor without its small radiative correction. Both values are inputs. The coefficient becomes $(-4-2)/3=-2$ on every axis.

```lean
/-- For the moment `-l + 2s` the projected moment is `-2` times the total `l + s`,
for each of the three axes. -/
theorem t2g_moment (k : Fin 3) :
    P * (-L k + (2 : ℂ) • S k) * P = (-2 : ℂ) • ((L k + S k) * P) := by
  have h := projected_moment (-1) 2 k
  rw [moment, neg_one_smul, show ((4 * (-1) - 2) / 3 : ℂ) = -2 by norm_num] at h
  exact h
```

## The same splitting in every field direction

Let $N=\sum_kB_k\sigma_k$ and let $Z$ be the Zeeman operator for $a=-1$, $b=2$. Then $W^\dagger ZW=-3N$ and $PZP=-\tfrac13WNW^\dagger$. Since $N^2=|B|^2$,
$$(PZP)^2=\tfrac19WN(W^\dagger W)NW^\dagger=\tfrac13|B|^2WW^\dagger=|B|^2P,$$
and $\mathrm{tr}(PZP)=-\mathrm{tr}\,N=0$. On the two-dimensional doublet the energies are therefore $\pm|B|$. The splitting $2|B|$ is that of a spin one-half with $|g|=2$, whatever the direction of $B$. This is the first-order response; field-induced mixing with the quartet is left out.

```lean
/-- In any field `B` the projected Zeeman operator of `-l + 2s` is traceless and squares to
`|B|²` times the projector `P`. -/
theorem t2g_isotropic_zeeman (B : Fin 3 → ℝ) :
    (P * zeeman (-1) 2 B * P) * (P * zeeman (-1) 2 B * P) = (∑ k, (B k : ℂ) ^ 2) • P ∧
      (P * zeeman (-1) 2 B * P).trace = 0 := by
  obtain ⟨N, hN⟩ : ∃ N, N = ∑ k, (B k : ℂ) • pauli k := ⟨_, rfl⟩
  have hZ : Wᴴ * (zeeman (-1) 2 B * W) = (-3 : ℂ) • N := by
    simp only [hN, zeeman, Matrix.sum_mul, Matrix.mul_sum, Matrix.smul_mul, Matrix.mul_smul,
      moment_compress, Finset.smul_sum]
    refine Finset.sum_congr rfl fun k _ => ?_
    module
  have hNN : N * N = (∑ k, (B k : ℂ) ^ 2) • (1 : Matrix (Fin 2) (Fin 2) ℂ) := by
    rw [hN]
    ext i j
    fin_cases i <;> fin_cases j <;>
      simp [pauli, Matrix.mul_apply, Fin.sum_univ_three] <;> ring_nf <;>
      simp only [Complex.I_sq] <;> ring
  have hT : N.trace = 0 := by
    simp [hN, pauli, Matrix.trace_fin_two, Fin.sum_univ_three]
  -- two successive actions inside the doublet multiply as pseudospin matrices
  have e : (W * N * Wᴴ) * (W * N * Wᴴ) = (3 : ℂ) • (∑ k, (B k : ℂ) ^ 2) • (W * Wᴴ) := by
    calc (W * N * Wᴴ) * (W * N * Wᴴ) = W * N * (Wᴴ * W) * (N * Wᴴ) := by
          simp only [Matrix.mul_assoc]
      _ = (3 : ℂ) • (W * (N * N) * Wᴴ) := by
          rw [W_isometry]
          simp only [Matrix.mul_smul, Matrix.smul_mul, Matrix.mul_one, Matrix.mul_assoc]
      _ = _ := by
          rw [hNN]
          simp only [Matrix.mul_smul, Matrix.smul_mul, Matrix.mul_one]
  rw [P_sandwich, hZ]
  constructor
  · rw [P_eq]
    simp only [Matrix.mul_smul, Matrix.smul_mul]
    rw [e]
    module
  · rw [Matrix.trace_smul, Matrix.trace_mul_comm, ← Matrix.mul_assoc, W_isometry]
    simp [Matrix.trace_smul, hT]

end

end SpinOrbitDoublet
```

```lean
#print axioms SpinOrbitDoublet.spinTrace_P
#print axioms SpinOrbitDoublet.equal_orbital_weights
#print axioms SpinOrbitDoublet.t2g_moment
#print axioms SpinOrbitDoublet.t2g_isotropic_zeeman
```

```
'SpinOrbitDoublet.spinTrace_P' depends on axioms: [propext, Classical.choice, Quot.sound]
'SpinOrbitDoublet.equal_orbital_weights' depends on axioms: [propext, Classical.choice, Quot.sound]
'SpinOrbitDoublet.t2g_moment' depends on axioms: [propext, Classical.choice, Quot.sound]
'SpinOrbitDoublet.t2g_isotropic_zeeman' depends on axioms: [propext, Classical.choice, Quot.sound]
```

## The g tensor in a numerical calculation

Suppose a code restricted to the $t_{2g}$ shell diagonalises the six-by-six Hamiltonian at zero magnetic field and collects the doublet's orthonormal eigenvectors as columns of a matrix $V$. These vectors are determined only up to a $2\times2$ unitary, so a comparison should use the projector $VV^\dagger$, which equals $P$ for the ideal shell in the basis used here, or the matrices $M_k=V^\dagger(-L_k+2S_k)V$ through
$$(gg^{T})_{kj}=2\,\mathrm{tr}(M_kM_j),$$
which doesn't depend on that choice. In the ideal non-interacting shell the result is $4\delta_{kj}$, a useful check before a distortion is switched on. If the code builds its orbital matrices from real $d$ orbitals, the minus sign in $-l$ is already in them and must not be inserted again.
